# For massless back-to-back pairs and spinors with u†u = 2E, the contracted Weyl currents have modulus s(1 ± cos θ), which is 2s times a corner entry of the spin-one rotation

## Where does spin one enter, if I only put in two-component spinors?

A right-handed electron moving along $+z$ annihilates with a positron coming the other way, and I treat everything as massless. If I ask for a right-handed muon going straight back, at $\theta=\pi$, the contraction of the two currents is zero. If I ask for a left-handed muon in the same direction, it is as large as it ever gets. In between I find $1\pm\cos\theta$, and I am told that these are spin-one rotation functions. But my spinors contain only half-angles, and I never wrote down a spin-one state. Where does it come from, and does the match fix the prefactor or only the shape?

## Each current is itself a spin-one vector

Stay with $\theta=\pi$ for a moment, with energy $E$ per particle and spinors normalised to $u^\dagger u=2E$. The right-handed current that annihilates the pair along $z$ is $2E(0,1,i,0)$. The current that creates a pair with the particle going backwards is $2E(0,-1,-i,0)$ for a right-handed line and $2E(0,-1,i,0)$ for a left-handed one. With signature $(+,-,-,-)$ the contractions are

$$-4E^2\,[-1+i(-i)]=0,\qquad -4E^2\,[-1+i\cdot i]=8E^2 .$$

The spatial vector $(1,i,0)$ is, up to a factor, the state with $J_z=+1$. So the spin one is made by the product of two spinors, and once their normalisation is fixed, the match includes the prefactor.

**The currents at any angle.** Let $h=+1$ for a right-handed and $h=-1$ for a left-handed fermion line, and let $\sigma^\mu=(1,h\boldsymbol\sigma)$. For momentum at angle $\theta$ to the $z$ axis in the $xz$-plane, take

$$u_R=\sqrt{2E}\begin{pmatrix}\cos\frac\theta2\\ \sin\frac\theta2\end{pmatrix},\qquad u_L=\sqrt{2E}\begin{pmatrix}-\sin\frac\theta2\\ \cos\frac\theta2\end{pmatrix}.$$

The antiparticle moves the other way, and its spinor $v$ is $u$ at $\theta+\pi$. This replaces $\cos\frac\theta2$ by $-\sin\frac\theta2$ and $\sin\frac\theta2$ by $\cos\frac\theta2$. For the right-handed line, $v_R=\sqrt{2E}\,(-\sin\frac\theta2,\cos\frac\theta2)$, and the components of $v^\dagger\sigma^\mu u$ are

- time: $2E(-\sin\frac\theta2\cos\frac\theta2+\cos\frac\theta2\sin\frac\theta2)=0$,
- $x$: $2E(\cos^2\frac\theta2-\sin^2\frac\theta2)=2E\cos\theta$,
- $y$: $2E\,i(\cos^2\frac\theta2+\sin^2\frac\theta2)=2E\,i$,
- $z$: $-2E\cdot2\sin\frac\theta2\cos\frac\theta2=-2E\sin\theta$.

The left-handed line gives the same with $i\to-i$, so the annihilation current is $2E(0,\cos\theta,ih,-\sin\theta)$. Since the $\sigma^\mu$ are Hermitian, the creation current $u^\dagger\sigma^\mu v$ is its complex conjugate.

**The contraction.** Let $h$ belong to the incoming pair along $z$ and $h'$ to the outgoing pair at $\theta$. With $s=4E^2$,

$$-4E^2\,[\cos\theta+(ih)(-ih')]=-s\,(hh'+\cos\theta).$$

Because $hh'=\pm1$ and $|\cos\theta|\le1$, the modulus is $s(1+hh'\cos\theta)$.

**The rotation matrix.** In the basis $m=1,0,-1$, and with $j=i/\sqrt2$,

$$J_y=\begin{pmatrix}0&-j&0\\ j&0&-j\\ 0&j&0\end{pmatrix}.$$

Its eigenvectors are $a=(1,2j,-1)$, $b=(1,0,1)$ and $c=(1,-2j,-1)$, with eigenvalues $1,0,-1$. The state $m=1$ is $\frac14a+\frac12b+\frac14c$, which the rotation $e^{-i\theta J_y}$ turns into $\frac14e^{-i\theta}a+\frac12b+\frac14e^{i\theta}c$. Its first and last components are $\frac12(1+\cos\theta)$ and $\frac12(1-\cos\theta)$. The state $m=-1$ is $-\frac14a+\frac12b-\frac14c$, and it gives the same two values in reverse order.

Hence the modulus is $2s$ times the corner entry. The factor is a normalisation: each current has squared length $4E^2(\cos^2\theta+1+\sin^2\theta)=8E^2=2s$. For $E>0$, dividing both currents by their lengths leaves an overlap of modulus $\frac12(1+hh'\cos\theta)$.

**In a cross-section.** For $e^+e^-\to\mu^+\mu^-$ through one photon, with masses neglected, the amplitude has modulus $e^2/s$ times the contraction, where $e$ is the electric charge. The squared contractions for the four choices of handedness add up to $4s^2(1+\cos^2\theta)$. Averaging over the four incoming spin states gives $e^4(1+\cos^2\theta)$, and with $\alpha=e^2/4\pi$ the differential cross-section per unit solid angle is, in natural units, $\alpha^2(1+\cos^2\theta)/(4s)$. In quantum-mechanical terms, for each choice of handedness the angular distribution of this massless tree-level process is proportional to the squared overlap of two spin-one states quantised along different axes, and the unpolarised distribution is proportional to the sum of these four squares.

**How the Lean statements read.** `Chirality` labels a fermion line, and `sign` is $h$. "Equal handedness" compares the incoming line with the outgoing one, not the particle with its antiparticle, whose helicity is opposite to the label. `weylSpinor c E θ` is the spinor $u$ above, `current` is $x^\dagger\sigma^\mu y$, and `mdot` is the Minkowski product without complex conjugation. In `contraction c c' E θ`, `c` is the incoming and `c'` the outgoing line. `spinOneRotation` is the true matrix exponential. Its indices run over 0, 1, 2 for $m=1,0,-1$, and `row` sends right to 0 and left to 2; despite its name it also selects the column, which belongs to the incoming line.

`norm_contraction` states the modulus, `spinOneRotation_corner` the four corner entries, `norm_contraction_eq_rotation` the factor $2s$, and `sum_sq_contraction` the sum over handedness. The spinors and $s=4E^2$ enter as definitions; that the spinors solve the massless Weyl equation, and that $s$ is the square of the total momentum $(2E,0,0,0)$, are short checks left to the reader. The step from the contraction to a physical amplitude, with its photon propagator and charges, is supplied by the Feynman rules and not by these theorems.

The energy must satisfy `0 ≤ E`. Without a condition on $E$ the modulus formula fails: at $E=-1$, $\theta=0$ and equal handedness, Lean's square root of $-2$ is 0, so the contraction vanishes, while $s(1+\cos\theta)=8$.

```lean
import Mathlib

open Matrix ComplexConjugate

noncomputable section

namespace WeylPairAnnihilation

/-- The handedness of a Weyl fermion line. -/
inductive Chirality
  | right
  | left

/-- The sign `+1` for right-handed and `-1` for left-handed lines. -/
def Chirality.sign : Chirality → ℝ
  | .right => 1
  | .left => -1

/-- The row of the spin-one matrices (basis `m = 1, 0, -1`) assigned to a handedness:
`m = 1` for right, `m = -1` for left. -/
def Chirality.row : Chirality → Fin 3
  | .right => 0
  | .left => 2

/-- The four-vector of Pauli matrices: `(1, σ)` for right-handed and `(1, -σ)` for
left-handed spinors. -/
def sigma : Chirality → Fin 4 → Matrix (Fin 2) (Fin 2) ℂ
  | .right => ![!![1, 0; 0, 1], !![0, 1; 1, 0], !![0, -Complex.I; Complex.I, 0], !![1, 0; 0, -1]]
  | .left => ![!![1, 0; 0, 1], !![0, -1; -1, 0], !![0, Complex.I; -Complex.I, 0], !![-1, 0; 0, 1]]

/-- The Minkowski product with signature `(+,-,-,-)`, without complex conjugation. -/
def mdot (a b : Fin 4 → ℂ) : ℂ := a 0 * b 0 - a 1 * b 1 - a 2 * b 2 - a 3 * b 3

/-- The massless helicity spinor of energy `E ≥ 0`, with momentum at angle `θ` to the z axis in
the xz-plane and norm squared `2E`. -/
def weylSpinor (c : Chirality) (E θ : ℝ) : Fin 2 → ℂ :=
  match c with
  | .right => ![Real.sqrt (2 * E) * Real.cos (θ / 2), Real.sqrt (2 * E) * Real.sin (θ / 2)]
  | .left => ![-(Real.sqrt (2 * E) * Real.sin (θ / 2)), Real.sqrt (2 * E) * Real.cos (θ / 2)]

/-- The Weyl current `x† σ^μ y`. -/
def current (c : Chirality) (x y : Fin 2 → ℂ) (μ : Fin 4) : ℂ := star x ⬝ᵥ (sigma c μ *ᵥ y)

/-- The current `v† σ^μ u` annihilating a particle in direction `θ` and an antiparticle in the
opposite direction. -/
def annihilationCurrent (c : Chirality) (E θ : ℝ) : Fin 4 → ℂ :=
  current c (weylSpinor c E (θ + Real.pi)) (weylSpinor c E θ)

/-- The current `u† σ^μ v` creating a particle in direction `θ` and an antiparticle in the
opposite direction. -/
def creationCurrent (c : Chirality) (E θ : ℝ) : Fin 4 → ℂ :=
  current c (weylSpinor c E θ) (weylSpinor c E (θ + Real.pi))

/-- The contraction of the current annihilating a pair along z with the current creating a pair
at angle `θ`. -/
def contraction (c c' : Chirality) (E θ : ℝ) : ℂ :=
  mdot (annihilationCurrent c E 0) (creationCurrent c' E θ)

/-- The squared centre-of-mass energy `s = 4E²`. -/
def mandelstamS (E : ℝ) : ℝ := 4 * E ^ 2

/-- The spin-one matrix `J_y` in the basis `m = 1, 0, -1`. -/
def spinOneJy : Matrix (Fin 3) (Fin 3) ℂ :=
  !![0, -(Complex.I / Real.sqrt 2), 0;
    Complex.I / Real.sqrt 2, 0, -(Complex.I / Real.sqrt 2);
    0, Complex.I / Real.sqrt 2, 0]

/-- The spin-one rotation `exp(-iθJ_y)`. -/
def spinOneRotation (θ : ℝ) : Matrix (Fin 3) (Fin 3) ℂ :=
  NormedSpace.exp (-(Complex.I * θ) • spinOneJy)

/-- The four components of a Weyl current in terms of its two spinors. -/
theorem current_components (c : Chirality) (x y : Fin 2 → ℂ) :
    current c x y 0 = conj (x 0) * y 0 + conj (x 1) * y 1 ∧
    current c x y 1 = c.sign * (conj (x 0) * y 1 + conj (x 1) * y 0) ∧
    current c x y 2 = c.sign * Complex.I * (conj (x 1) * y 0 - conj (x 0) * y 1) ∧
    current c x y 3 = c.sign * (conj (x 0) * y 0 - conj (x 1) * y 1) := by
  cases c <;> refine ⟨?_, ?_, ?_, ?_⟩ <;>
    simp [current, sigma, Chirality.sign, Matrix.mulVec, dotProduct, Fin.sum_univ_two] <;> ring

/-- Exchanging the two spinors of a Weyl current conjugates each component. -/
theorem current_conj (c : Chirality) (x y : Fin 2 → ℂ) (μ : Fin 4) :
    current c x y μ = conj (current c y x μ) := by
  cases c <;> fin_cases μ <;>
    simp [current, sigma, Matrix.mulVec, dotProduct, Fin.sum_univ_two] <;> ring

/-- For `E ≥ 0` the annihilation current is `2E (0, cos θ, ±i, -sin θ)`, with the upper sign for
right-handed and the lower for left-handed lines. -/
theorem annihilationCurrent_components {E : ℝ} (hE : 0 ≤ E) (c : Chirality) (θ : ℝ) :
    annihilationCurrent c E θ 0 = 0 ∧
    annihilationCurrent c E θ 1 = 2 * E * Real.cos θ ∧
    annihilationCurrent c E θ 2 = c.sign * (2 * E) * Complex.I ∧
    annihilationCurrent c E θ 3 = -(2 * E * Real.sin θ) := by
  obtain ⟨h0, h1, h2, h3⟩ :=
    current_components c (weylSpinor c E (θ + Real.pi)) (weylSpinor c E θ)
  have hr := Real.mul_self_sqrt (show 0 ≤ 2 * E by linarith)
  have ht : 2 * (θ / 2) = θ := by ring
  have e1 := congrArg Complex.ofReal (show Real.sqrt (2 * E) * Real.sqrt (2 * E) *
    (Real.cos (θ / 2) ^ 2 - Real.sin (θ / 2) ^ 2) = 2 * E * Real.cos θ by
      rw [hr, ← Real.cos_two_mul', ht])
  have e2 := congrArg Complex.ofReal (show Real.sqrt (2 * E) * Real.sqrt (2 * E) *
    (Real.cos (θ / 2) ^ 2 + Real.sin (θ / 2) ^ 2) = 2 * E by
      rw [hr, Real.cos_sq_add_sin_sq, mul_one])
  have e3 := congrArg Complex.ofReal (show Real.sqrt (2 * E) * Real.sqrt (2 * E) *
    (2 * Real.sin (θ / 2) * Real.cos (θ / 2)) = 2 * E * Real.sin θ by
      rw [hr, ← Real.sin_two_mul, ht])
  simp only [Complex.ofReal_mul, Complex.ofReal_sub, Complex.ofReal_add, Complex.ofReal_pow,
    Complex.ofReal_ofNat] at e1 e2 e3
  -- reversing the momentum exchanges the two half-angle functions
  have hp : Real.cos ((θ + Real.pi) / 2) = -Real.sin (θ / 2) := by
    rw [add_div, Real.cos_add_pi_div_two]
  have hq : Real.sin ((θ + Real.pi) / 2) = Real.cos (θ / 2) := by
    rw [add_div, Real.sin_add_pi_div_two]
  unfold annihilationCurrent
  rw [h0, h1, h2, h3]
  cases c <;> simp only [weylSpinor, Chirality.sign, hp, hq, Matrix.cons_val, map_neg, map_mul,
    Complex.conj_ofReal, Complex.ofReal_neg, Complex.ofReal_one] <;>
    refine ⟨by ring, by linear_combination e1, ?_, by linear_combination -e3⟩
  · linear_combination Complex.I * e2
  · linear_combination -Complex.I * e2

/-- For `E ≥ 0` the contraction of the two currents is `-s (hh' + cos θ)`, where `h, h' = ±1` are
the signs of the two handednesses. -/
theorem contraction_eq {E : ℝ} (hE : 0 ≤ E) (c c' : Chirality) (θ : ℝ) :
    contraction c c' E θ = ((-(mandelstamS E * (c.sign * c'.sign + Real.cos θ)) : ℝ) : ℂ) := by
  obtain ⟨a0, a1, a2, a3⟩ := annihilationCurrent_components hE c 0
  obtain ⟨b0, b1, b2, b3⟩ := annihilationCurrent_components hE c' θ
  have hcr : ∀ μ, creationCurrent c' E θ μ = conj (annihilationCurrent c' E θ μ) :=
    fun μ => current_conj _ _ _ μ
  rw [contraction, mdot, hcr, hcr, hcr, hcr, a0, a1, a2, a3, b0, b1, b2, b3]
  simp only [map_mul, map_neg, map_zero, map_ofNat, Complex.conj_ofReal, Complex.conj_I,
    Real.sin_zero, Real.cos_zero, Complex.ofReal_zero, Complex.ofReal_one, mandelstamS,
    Complex.ofReal_mul, Complex.ofReal_pow, Complex.ofReal_ofNat, Complex.ofReal_neg,
    Complex.ofReal_add]
  linear_combination (4 * E ^ 2 * c.sign * c'.sign : ℂ) * Complex.I_sq

/-- For `E ≥ 0` the contraction of the Weyl currents has absolute value `s (1 + hh' cos θ)` with
`h, h' = ±1` the handedness signs: `s (1 + cos θ)` for equal and `s (1 - cos θ)` for opposite
handedness. -/
theorem norm_contraction {E : ℝ} (hE : 0 ≤ E) (c c' : Chirality) (θ : ℝ) :
    ‖contraction c c' E θ‖ = mandelstamS E * (1 + c.sign * c'.sign * Real.cos θ) := by
  have hs : 0 ≤ mandelstamS E := by unfold mandelstamS; positivity
  have h1 := Real.neg_one_le_cos θ
  have h2 := Real.cos_le_one θ
  have habs : |c.sign * c'.sign + Real.cos θ| = 1 + c.sign * c'.sign * Real.cos θ := by
    rcases abs_cases (c.sign * c'.sign + Real.cos θ) with ⟨h, h'⟩ | ⟨h, h'⟩ <;> rw [h] <;>
      cases c <;> cases c' <;> simp only [Chirality.sign] at h' ⊢ <;> linarith
  rw [contraction_eq hE, Complex.norm_real, Real.norm_eq_abs, abs_neg, abs_mul,
    abs_of_nonneg hs, habs]

/-- The corner entries of `exp(-iθJ_y)` for spin one are `(1 + hh' cos θ)/2`, with `h, h' = ±1`
the handedness signs that belong to the row and the column. -/
theorem spinOneRotation_corner (c c' : Chirality) (θ : ℝ) :
    spinOneRotation θ c'.row c.row = (1 + c.sign * c'.sign * Real.cos θ) / 2 := by
  have hj : Complex.I / (Real.sqrt 2 : ℂ) * (Complex.I / (Real.sqrt 2 : ℂ)) = -1 / 2 := by
    rw [div_mul_div_comm, Complex.I_mul_I, ← Complex.ofReal_mul,
      Real.mul_self_sqrt (by norm_num)]
    norm_num
  have hcos : (Real.cos θ : ℂ)
      = (Complex.exp (Complex.I * θ) + Complex.exp (-(Complex.I * θ))) / 2 := by
    rw [Complex.ofReal_cos, Complex.cos, neg_mul, mul_comm (θ : ℂ) Complex.I]
  rw [spinOneRotation, spinOneJy, hcos]
  generalize Complex.I / (Real.sqrt 2 : ℂ) = j at hj ⊢
  generalize Complex.I * (θ : ℂ) = t
  -- the columns of U are eigenvectors of J_y, and V is the inverse of U
  let U : Matrix (Fin 3) (Fin 3) ℂ := !![1, 1, 1; 2 * j, 0, -(2 * j); -1, 1, -1]
  let V : Matrix (Fin 3) (Fin 3) ℂ :=
    !![1 / 4, -(j / 2), -(1 / 4); 1 / 2, 0, 1 / 2; 1 / 4, j / 2, -(1 / 4)]
  have hUV : U * V = 1 := by
    have h : U * V = !![1, 0, 0; 0, -2 * (j * j), 0; 0, 0, 1] := by
      ext a b
      fin_cases a <;> fin_cases b <;> simp [U, V, Matrix.mul_apply, Fin.sum_univ_three] <;> ring
    rw [h, hj]
    ext a b
    fin_cases a <;> fin_cases b <;> simp
    norm_num
  have hU : IsUnit U := ⟨⟨U, V, hUV, mul_eq_one_comm.mp hUV⟩, rfl⟩
  have hA : -t • !![0, -j, 0; j, 0, -j; 0, j, 0] = U * diagonal ![-t, 0, t] * U⁻¹ := by
    rw [Matrix.inv_eq_right_inv hUV]
    ext a b
    fin_cases a <;> fin_cases b <;>
      simp [U, V, Matrix.mul_apply, Fin.sum_univ_three, Matrix.vecMul_diagonal] <;> ring
  have hD : NormedSpace.exp (diagonal ![-t, 0, t])
      = diagonal ![Complex.exp (-t), 1, Complex.exp t] := by
    rw [Matrix.exp_diagonal]
    congr 1
    ext i
    fin_cases i <;> simp [Complex.exp_eq_exp_ℂ]
  rw [hA, Matrix.exp_conj _ _ hU, hD, Matrix.inv_eq_right_inv hUV]
  cases c <;> cases c' <;>
    simp [U, V, Chirality.row, Chirality.sign, Matrix.mul_apply, Fin.sum_univ_three,
      Matrix.vecMul_diagonal] <;> ring

/-- For `E ≥ 0` the absolute value of the contraction is `2s` times the corner entry of the
spin-one matrix `exp(-iθJ_y)` that belongs to the two handednesses. -/
theorem norm_contraction_eq_rotation {E : ℝ} (hE : 0 ≤ E) (c c' : Chirality) (θ : ℝ) :
    (‖contraction c c' E θ‖ : ℂ) = 2 * mandelstamS E * spinOneRotation θ c'.row c.row := by
  rw [spinOneRotation_corner, norm_contraction hE]
  push_cast
  ring

/-- For `E ≥ 0` the squared contractions, summed over the handedness of both pairs, give
`4s² (1 + cos² θ)`. -/
theorem sum_sq_contraction {E : ℝ} (hE : 0 ≤ E) (θ : ℝ) :
    ‖contraction .right .right E θ‖ ^ 2 + ‖contraction .right .left E θ‖ ^ 2
      + ‖contraction .left .right E θ‖ ^ 2 + ‖contraction .left .left E θ‖ ^ 2
      = 4 * mandelstamS E ^ 2 * (1 + Real.cos θ ^ 2) := by
  simp only [norm_contraction hE, Chirality.sign]
  ring

end WeylPairAnnihilation
```

```lean
#print axioms WeylPairAnnihilation.spinOneRotation_corner
#print axioms WeylPairAnnihilation.norm_contraction_eq_rotation
#print axioms WeylPairAnnihilation.sum_sq_contraction
```

```
'WeylPairAnnihilation.spinOneRotation_corner' depends on axioms: [propext, Classical.choice, Quot.sound]
'WeylPairAnnihilation.norm_contraction_eq_rotation' depends on axioms: [propext, Classical.choice, Quot.sound]
'WeylPairAnnihilation.sum_sq_contraction' depends on axioms: [propext, Classical.choice, Quot.sound]
```

**From the steps above to the proof.** `current_components` multiplies out the Pauli matrices for general spinors, and `current_conj` records that they are Hermitian.

`annihilationCurrent_components` is the component list above. The facts `e1`, `e2` and `e3` are the half-angle identities for $\cos\theta$, $1$ and $\sin\theta$, each already multiplied by $\sqrt{2E}\sqrt{2E}=2E$; this is where `0 ≤ E` is used. `hp` and `hq` carry out the shift by $\pi$, and `linear_combination` then matches each component to its identity.

`contraction_eq` replaces the creation current by the conjugate of the annihilation current, inserts the components and uses $i^2=-1$. `norm_contraction` removes the absolute value by splitting on the sign of $hh'+\cos\theta$ and on the handednesses, with the bounds on the cosine closing each case.

In `spinOneRotation_corner`, the columns of `U` are the eigenvectors $a,b,c$, and `V` is the inverse of `U`. The only property of $j$ that is needed is $j^2=-\frac12$, which is `hj`. `hA` is the diagonalisation of the exponent, `Matrix.exp_conj` moves the exponential inside the change of basis, and `hD` evaluates it on the diagonal. Multiplying out the corners gives $\frac14e^{-i\theta}+\frac12+\frac14e^{i\theta}$, or the same with a minus sign in front of both exponential terms. The last two theorems combine these results by algebra.
